# Flipping one hopping sign stops well-to-well transfer in a symmetric four-site ring

## Two routes and their relative sign

Let a particle start in a well L and reach a second well R in two hops. It can go over a top bridge T or a bottom bridge B. The bonds L–T, T–R and L–B have the real hopping amplitude t, and the bond B–R has amplitude s·t with s real. The two routes contribute t·t and t·(s·t), so their sum is

t²(1 + s).

For s = 1 the routes reinforce each other, and for s = −1 they cancel.

Give both wells energy 0 and both bridges energy Δ, let H be the Hamiltonian of this ring, and set ħ = 1. The cancellation then persists to all orders: for t ≠ 0, the amplitude to go from L to R vanishes at every time τ exactly when s = −1. In that case the lowest level is (Δ − √(Δ² + 8t²))/2 and is doubly degenerate. For s = 1 and Δ > 0, the lowest two levels are separated by (√(Δ² + 16t²) − Δ)/2.

The flipped sign stands for the geometric phase: a real adiabatic electronic state changes sign when the nuclei are carried once around a conical intersection, and the nuclear wavefunction must compensate for it. Here that sign is imposed on a bond, not derived from an electronic Hamiltonian. Within this one-particle, four-site model, the result shows how the phase can remove the tunnelling splitting between two wells joined by two equivalent paths.

## Transfer at all times

Let M be the operation that leaves L unchanged, changes the sign of R and exchanges T with B. It turns the bond L–T into L–B, which has the same amplitude t. It turns R–T, with amplitude t, into R–B with amplitude −t, which is the actual amplitude when s = −1. Hence M commutes with H, and therefore with U(τ) = exp(−iHτ). Taking the R,L entry of MU = UM gives

−U_RL = U_RL,

because M multiplies R by −1 and L by +1. So U_RL(τ) = 0 for all τ.

Conversely, suppose that U_RL(τ) = 0 for all τ. Its second derivative at τ = 0 also vanishes. Since d²U/dτ² = −H² at τ = 0, and the R,L entry of H² is the two-route sum,

−t²(1 + s) = 0.

With t ≠ 0 this forces s = −1.

## Levels with and without the flip

Write c_L, c_R, c_T, c_B for the amplitudes of a stationary state of energy E. The site equations are

E c_L = t(c_T + c_B)
E c_R = t(c_T + s c_B)
(E − Δ) c_T = t(c_L + c_R)
(E − Δ) c_B = t(c_L + s c_R).

Multiply the first two by E − Δ and insert the last two. With y = E(E − Δ), the well amplitudes obey

y c_L = t²[2 c_L + (1 + s) c_R]
y c_R = t²[(1 + s) c_L + (1 + s²) c_R].

The coupling between the wells is again t²(1 + s). The determinant of this 2×2 system, which is also the characteristic determinant of the full ring, gives

y² − (3 + s²)t² y + (s − 1)²t⁴ = 0.

For s = −1 this is (y − 2t²)² = 0, so

E² − ΔE − 2t² = 0,

with roots (Δ ± √(Δ² + 8t²))/2, each counted twice. Take the lower root and t ≠ 0. Then E ≠ Δ, the two well amplitudes are free, and they fix the bridge amplitudes:

c_T = t(c_L + c_R)/(E − Δ), c_B = t(c_L − c_R)/(E − Δ).

The eigenspace therefore has dimension two.

For s = 1 the equation becomes y(y − 4t²) = 0. Its solutions are E = 0, E = Δ and E = (Δ ± √(Δ² + 16t²))/2. For Δ > 0 and t ≠ 0, the lowest is (Δ − √(Δ² + 16t²))/2 and the next is 0, which gives the stated gap.

## The ring and its propagator in Lean

The development works with complex 4×4 matrices.

```lean
import Mathlib

open Matrix

namespace GeometricPhaseRing

noncomputable section
```

The indices 0, 1, 2, 3 stand for L, R, T, B. The parameters `s`, `t` and `Δ` are real, so a general complex phase on the bond is not covered. The only energy scales are the bridge energy and the hopping, and there is no direct L–R or T–B bond.

```lean
/-- Hamiltonian of the four-site ring in the order L, R, T, B: wells at energy 0, bridges at
energy `Δ`, three bonds with amplitude `t` and the bond R-B with amplitude `s * t`. -/
def ringHamiltonian (s t Δ : ℝ) : Matrix (Fin 4) (Fin 4) ℂ :=
  !![0, 0, (t : ℂ), (t : ℂ);
     0, 0, (t : ℂ), (s : ℂ) * t;
     (t : ℂ), (t : ℂ), (Δ : ℂ), 0;
     (t : ℂ), (s : ℂ) * t, 0, (Δ : ℂ)]
```

The propagator is the matrix exponential of −iHτ. Its entry `1 0` has row R and column L, so it is the amplitude to be found in R after starting in L.

```lean
/-- The time-evolution operator `exp(-i H τ)`. -/
def propagator (H : Matrix (Fin 4) (Fin 4) ℂ) (τ : ℝ) : Matrix (Fin 4) (Fin 4) ℂ :=
  NormedSpace.exp (τ • ((-Complex.I) • H))
```

## The mirror symmetry and its selection rule

The matrix `mirror` is the operation M from above.

```lean
/-- The operation that exchanges the two bridges and changes the sign of the right well. -/
def mirror : Matrix (Fin 4) (Fin 4) ℂ :=
  !![1, 0, 0, 0; 0, -1, 0, 0; 0, 0, 0, 1; 0, 0, 1, 0]
```

The commutation is checked on all sixteen entries. `fin_cases` runs through the index pairs, and `simp` evaluates the two products in each case.

```lean
/-- With one hopping sign flipped, the mirror operation commutes with the Hamiltonian. -/
theorem mirror_commute (t Δ : ℝ) : Commute mirror (ringHamiltonian (-1) t Δ) := by
  change mirror * _ = _ * mirror
  ext i j
  fin_cases i <;> fin_cases j <;>
    simp [mirror, ringHamiltonian, Matrix.mul_apply, Fin.sum_univ_four]
```

The selection rule concerns any matrix `U` that commutes with M, not only a propagator. The facts `e1` and `e2` are the two evaluations of the R,L entry, and together they give −U_RL = U_RL.

```lean
/-- An operator that commutes with the mirror operation has no matrix element from L to R. -/
theorem selection_rule (U : Matrix (Fin 4) (Fin 4) ℂ) (h : Commute mirror U) : U 1 0 = 0 := by
  have e1 : (mirror * U) 1 0 = -U 1 0 := by
    simp [mirror, Matrix.mul_apply, Fin.sum_univ_four]
  have e2 : (U * mirror) 1 0 = U 1 0 := by
    simp [mirror, Matrix.mul_apply, Fin.sum_univ_four]
  rw [h.eq, e2] at e1
  linear_combination e1 / 2
```

## Differentiating an amplitude that is always zero

The converse needs time derivatives of a single matrix entry. The next lemma says that if an entry of exp(τA)B is zero for all τ, the same entry of exp(τA)AB is zero too. Its proof treats "multiply by B and read off entry i, j" as a linear map `L`, and composes it with the known derivative of the exponential. The resulting function is constantly zero, so uniqueness of the derivative gives the claim.

```lean
/-- If a matrix element of `exp(τ A) B` vanishes at all times, so does that of
`exp(τ A) A B`. -/
theorem entry_deriv_zero (A B : Matrix (Fin 4) (Fin 4) ℂ) (i j : Fin 4)
    (h : ∀ τ : ℝ, (NormedSpace.exp (τ • A) * B) i j = 0) (τ : ℝ) :
    (NormedSpace.exp (τ • A) * (A * B)) i j = 0 := by
  let _ : NormedRing (Matrix (Fin 4) (Fin 4) ℂ) := Matrix.linftyOpNormedRing
  let _ : NormedAlgebra ℝ (Matrix (Fin 4) (Fin 4) ℂ) := Matrix.linftyOpNormedAlgebra
  let L : Matrix (Fin 4) (Fin 4) ℂ →ₗ[ℝ] ℂ :=
    { toFun := fun M => (M * B) i j
      map_add' := fun M N => by rw [Matrix.add_mul, Matrix.add_apply]
      map_smul' := fun c M => by rw [Matrix.smul_mul, Matrix.smul_apply, RingHom.id_apply] }
  have d := (LinearMap.toContinuousLinearMap L).hasFDerivAt.comp_hasDerivAt τ
    (hasDerivAt_exp_smul_const (𝕂 := ℝ) A τ)
  have d' : HasDerivAt (fun _ : ℝ => (0 : ℂ)) ((NormedSpace.exp (τ • A) * A * B) i j) τ :=
    d.congr_of_eventuallyEq (Filter.Eventually.of_forall fun u => (h u).symm)
  rw [← mul_assoc]
  exact d'.unique (hasDerivAt_const τ 0)
```

The theorem on transfer assumes `t ≠ 0` and puts no condition on the sign of `Δ`. In the forward direction the lemma is applied twice with A = −iH, first with B = 1 and then with B = A. At time zero the exponential is the identity, so the R,L entry of A² = −H² vanishes. The fact `e` computes the corresponding entry of H² as t²(1 + s), and the remaining lines divide out t². In the other direction, commutation with M passes from H to its scalar multiples and to their exponential, and `selection_rule` finishes the proof.

```lean
/-- For `t ≠ 0`, the amplitude for transfer from L to R vanishes at all times if and only if `s =
-1`, so that the fourth hopping is the negative of the other three. -/
theorem no_transfer_iff (s t Δ : ℝ) (ht : t ≠ 0) :
    (∀ τ : ℝ, propagator (ringHamiltonian s t Δ) τ 1 0 = 0) ↔ s = -1 := by
  constructor
  · intro h
    -- differentiate twice and set the time to zero
    have h2 := entry_deriv_zero _ _ 1 0 (entry_deriv_zero
      ((-Complex.I) • ringHamiltonian s t Δ) 1 1 0
      (fun τ => by rw [mul_one]; exact h τ)) 0
    have hI : (-Complex.I) * (-Complex.I) = -1 := by rw [neg_mul_neg, Complex.I_mul_I]
    have e : (ringHamiltonian s t Δ * ringHamiltonian s t Δ) 1 0 = (t : ℂ) ^ 2 * (1 + s) := by
      simp [ringHamiltonian, Matrix.mul_apply, Fin.sum_univ_four]; ring
    rw [zero_smul, NormedSpace.exp_zero, one_mul, mul_one, smul_mul_smul_comm, hI,
      Matrix.smul_apply, e, smul_eq_mul] at h2
    have h3 : -1 * (t ^ 2 * (1 + s)) = 0 := by exact_mod_cast h2
    have h4 : 1 + s = 0 :=
      (mul_eq_zero.mp (by linarith : t ^ 2 * (1 + s) = 0)).resolve_left (pow_ne_zero 2 ht)
    linarith
  · rintro rfl τ
    exact selection_rule _ (((mirror_commute t Δ).smul_right _).smul_right _).exp_right
```

## The characteristic determinant

The levels are read from det(x·1 − H), where x is a complex number. The theorem gives the quartic derived above for every real `s`, with x(x − Δ) in the place of y. Where the hand derivation eliminates the bridges, Lean writes out the matrix, expands along the first row into 3×3 determinants and compares polynomials with `ring`.

```lean
/-- The characteristic determinant of the ring for any fourth hopping `s * t`. -/
theorem secular_det (s t Δ : ℝ) (x : ℂ) :
    (x • (1 : Matrix (Fin 4) (Fin 4) ℂ) - ringHamiltonian s t Δ).det =
      (x * (x - Δ)) ^ 2 - (3 + s ^ 2) * t ^ 2 * (x * (x - Δ)) + (s - 1) ^ 2 * t ^ 4 := by
  have e : x • (1 : Matrix (Fin 4) (Fin 4) ℂ) - ringHamiltonian s t Δ =
      !![x, 0, -(t : ℂ), -(t : ℂ); 0, x, -(t : ℂ), -((s : ℂ) * t);
         -(t : ℂ), -(t : ℂ), x - Δ, 0; -(t : ℂ), -((s : ℂ) * t), 0, x - Δ] := by
    ext i j
    fin_cases i <;> fin_cases j <;> simp [ringHamiltonian]
  rw [e, Matrix.det_succ_row_zero]
  simp [Fin.sum_univ_four, Matrix.det_fin_three, Fin.succAbove]
  ring
```

The next lemma factorises the quadratic x(x − Δ) − p. It serves both rings, with p = 2t² for the flipped one and p = 4t² for the unflipped one.

```lean
/-- The quadratic with roots `(Δ ± r) / 2`, where `r² = Δ² + 4p`. -/
theorem level_product {Δ p r : ℝ} (hr : r ^ 2 = Δ ^ 2 + 4 * p) (x : ℂ) :
    (x - ((Δ - r) / 2 : ℝ)) * (x - ((Δ + r) / 2 : ℝ)) = x * (x - Δ) - p := by
  have h : (r : ℂ) ^ 2 = Δ ^ 2 + 4 * p := by exact_mod_cast hr
  push_cast
  linear_combination -h / 4
```

## The doublet of the flipped ring

For `t ≠ 0`, the theorem provides real numbers E₀ < E₁ such that the determinant equals (x − E₀)²(x − E₁)² for every complex x, and it gives the lower one explicitly. Both roots are double, and no other root exists. The strict inequality comes from the positive square root `hpos`, and the factorisation from the previous two lemmas.

```lean
/-- With one hopping sign flipped and `t ≠ 0`, the characteristic determinant has two distinct real
roots, each double, and the lower one is `(Δ - √(Δ² + 8t²)) / 2`. -/
theorem flipped_levels (t Δ : ℝ) (ht : t ≠ 0) :
    ∃ E₀ E₁ : ℝ, E₀ = (Δ - √(Δ ^ 2 + 8 * t ^ 2)) / 2 ∧ E₀ < E₁ ∧
      ∀ x : ℂ, (x • (1 : Matrix (Fin 4) (Fin 4) ℂ) - ringHamiltonian (-1) t Δ).det =
        (x - E₀) ^ 2 * (x - E₁) ^ 2 := by
  have hr : √(Δ ^ 2 + 8 * t ^ 2) ^ 2 = Δ ^ 2 + 4 * (2 * t ^ 2) := by
    rw [Real.sq_sqrt (by positivity)]; ring
  have hpos : 0 < √(Δ ^ 2 + 8 * t ^ 2) := Real.sqrt_pos.mpr (by positivity)
  refine ⟨_, (Δ + √(Δ ^ 2 + 8 * t ^ 2)) / 2, rfl, by linarith, fun x => ?_⟩
  rw [secular_det, ← mul_pow, level_product hr]
  push_cast
  ring
```

A double root of the determinant corresponds to two independent states because H is real and symmetric. The following theorem exhibits the states. For any complex a and b, the vector with components

a(E − Δ), b(E − Δ), t(a + b), t(a − b)

satisfies the stationary equation Hψ = Eψ at the lower energy E. This is the hand solution multiplied by E − Δ, which removes the division. For t ≠ 0 the factor E − Δ is nonzero, so independent pairs (a, b) give independent states. The file stops at the determinant and these vectors; the dimension of the eigenspace follows from them by the linear algebra just described.

The vector is not normalised. With r = √(Δ² + 8t²), its squared norm is (|a|² + |b|²) r(r + Δ)/2, and after normalisation the probability of finding the particle in the wells is (1 + Δ/r)/2, whatever the choice of a and b. The choice b = 0 gives a stationary state with no amplitude on R, and a = 0 gives one with no amplitude on L.

In the proof, `hE` is the quadratic equation for E, and `hq` is the same equation in the complex numbers. The two bridge rows are identities in the parameters, while the two well rows use `hq`.

```lean
/-- With one hopping sign flipped and `E = (Δ - √(Δ² + 8t²)) / 2`, the vector with components `a (E
- Δ)`, `b (E - Δ)`, `t (a + b)`, `t (a - b)` satisfies `H ψ = E ψ` for all complex `a` and `b`. -/
theorem flipped_doublet_states (t Δ : ℝ) (a b : ℂ) :
    let E : ℝ := (Δ - √(Δ ^ 2 + 8 * t ^ 2)) / 2
    let ψ : Fin 4 → ℂ := ![a * (E - Δ), b * (E - Δ), t * (a + b), t * (a - b)]
    ringHamiltonian (-1) t Δ *ᵥ ψ = (E : ℂ) • ψ := by
  intro E ψ
  have hr : √(Δ ^ 2 + 8 * t ^ 2) ^ 2 = Δ ^ 2 + 8 * t ^ 2 := Real.sq_sqrt (by positivity)
  have hE : E ^ 2 - Δ * E = 2 * t ^ 2 := by
    simp only [E]
    linear_combination hr / 4
  have hq : (E : ℂ) ^ 2 - Δ * E = 2 * t ^ 2 := by exact_mod_cast hE
  clear_value E
  funext i
  fin_cases i <;>
    simp [ψ, ringHamiltonian, Matrix.mulVec, dotProduct, Fin.sum_univ_four] <;>
    first
      | ring1
      | linear_combination -a * hq
      | linear_combination -b * hq
```

## The splitting of the unflipped ring

With s = 1, and under the hypotheses `t ≠ 0` and `0 < Δ`, the theorem provides four real roots in strictly increasing order, together with the factorised determinant and the gap E₁ − E₀. The proof supplies the four levels found by hand. The condition on Δ places 0 below Δ, and `hlt` places Δ below the square root, which settles the order of the outer levels. At Δ = 0 the two middle levels would coincide.

```lean
/-- Without the flip, and for `t ≠ 0` and `Δ > 0`, the characteristic determinant has four distinct
real roots, and the lowest two are separated by `(√(Δ² + 16t²) - Δ) / 2`. -/
theorem unflipped_splitting (t Δ : ℝ) (ht : t ≠ 0) (hΔ : 0 < Δ) :
    ∃ E₀ E₁ E₂ E₃ : ℝ, E₀ < E₁ ∧ E₁ < E₂ ∧ E₂ < E₃ ∧
      (∀ x : ℂ, (x • (1 : Matrix (Fin 4) (Fin 4) ℂ) - ringHamiltonian 1 t Δ).det =
        (x - E₁) * (x - E₂) * ((x - E₀) * (x - E₃))) ∧
      E₁ - E₀ = (√(Δ ^ 2 + 16 * t ^ 2) - Δ) / 2 := by
  have hr : √(Δ ^ 2 + 16 * t ^ 2) ^ 2 = Δ ^ 2 + 4 * (4 * t ^ 2) := by
    rw [Real.sq_sqrt (by positivity)]; ring
  have hlt : Δ < √(Δ ^ 2 + 16 * t ^ 2) := by
    apply Real.lt_sqrt_of_sq_lt
    have : 0 < t ^ 2 := by positivity
    linarith
  refine ⟨(Δ - √(Δ ^ 2 + 16 * t ^ 2)) / 2, 0, Δ, (Δ + √(Δ ^ 2 + 16 * t ^ 2)) / 2,
    by linarith, hΔ, by linarith, fun x => ?_, by ring⟩
  rw [secular_det, level_product hr]
  push_cast
  ring

end

end GeometricPhaseRing
```

```lean
#print axioms GeometricPhaseRing.no_transfer_iff
#print axioms GeometricPhaseRing.flipped_levels
#print axioms GeometricPhaseRing.flipped_doublet_states
#print axioms GeometricPhaseRing.unflipped_splitting
```

```
'GeometricPhaseRing.no_transfer_iff' depends on axioms: [propext, Classical.choice, Quot.sound]
'GeometricPhaseRing.flipped_levels' depends on axioms: [propext, Classical.choice, Quot.sound]
'GeometricPhaseRing.flipped_doublet_states' depends on axioms: [propext, Classical.choice, Quot.sound]
'GeometricPhaseRing.unflipped_splitting' depends on axioms: [propext, Classical.choice, Quot.sound]
```

## Unequal wells

The mirror argument also applies when the wells are coupled differently. Let both bonds of L have amplitude a, and let the bonds of R have amplitudes b and −b, with a and b now real hoppings. The operation M still commutes with H, so no transfer occurs at any time. Eliminating the bridges gives

E(E − Δ) = 2a² or E(E − Δ) = 2b².

The lowest level is then degenerate only if a² = b². The mirror symmetry blocks the transfer. With both wells at energy 0, the degeneracy requires in addition that their couplings to the bridges have equal magnitude.

## The sign in a grid calculation

In a calculation of nuclear motion along a closed angular coordinate that encircles one conical intersection, the geometric phase can be imposed as an antiperiodic boundary condition. With a nearest-neighbour finite-difference grid, this changes the sign of the two corner elements of the kinetic-energy matrix, those that join the last grid point to the first. They play the part of the flipped bond. The sign may be placed on another bond instead, since redefining the sign of one basis function flips both of its bonds and leaves the spectrum unchanged.

The levels of the four-site ring show whether an odd number of its bonds carries the flipped sign, but not which ones. For Δ = 1 and t = 1, diagonalisation should give the levels −1, −1, 2, 2 with the flip, and approximately −1.562, 0, 1, 2.562 without it.
